# With even propagators and an odd velocity, a k-independent ladder vertex leaves the conductivity at its bare bubble

An electron in a random alloy scatters off atoms of different kinds, and its current response depends on the configuration average of a product of two propagators. That average is not the product of the two averaged propagators. The difference is the vertex correction, and in the ladder approximation it is found by solving a linear equation for a dressed velocity. For one band, with an irreducible vertex that does not depend on momentum, inversion symmetry makes this correction to the conductivity vanish.

## The dressed velocity equals the bare one

Label the k-points of a finite mesh by q, and write σ(q) for the point −q. Let G₁(q) and G₂(q) be the two averaged propagators, for instance a retarded and an advanced one, and let v(q) be one Cartesian component of the band velocity. The irreducible vertex is a single complex number L. The dressed vertex K obeys the ladder equation

K(q) = v(q) + L Σ_p G₁(p) G₂(p) K(p).

Write S = Σ_q G₁(q) G₂(q). If G₁ and G₂ are even under σ, v is odd, and L S ≠ 1, then the equation has exactly one solution, K = v. The conductivity, up to prefactors, is

Σ_q v(q)² G₁(q) G₂(q).

This last formula also holds at L S = 1, where K is no longer unique.

## One-band alloy codes and the mesh they sum over

A one-band code that treats site-diagonal disorder in the coherent potential approximation has a k-independent self-energy and a k-independent vertex. It can therefore leave out the ladder and evaluate the bare bubble, provided that the band energy is even in q. A code that does solve the ladder can compare its K with v.

The comparison of K with v is justified when inversion maps the mesh onto itself and L S ≠ 1. A mesh with a generic offset lacks this symmetry, and so does a wedge of k-points summed with scalar weights. The velocity sum then need not cancel, and the ladder can return a correction that comes from the mesh alone. A code that leaves out the ladder avoids this spurious term.

The case L S = 1 matters in practice. Take retarded and advanced propagators at the same energy, with a k-independent self-energy whose imaginary part is non-zero and is generated by the same L, as particle conservation requires. Then L S = 1 when no extra broadening is added. The linear system for K is singular there, but the conductivity is still well defined.

## Summing the ladder and pairing q with −q

For any function f on the mesh, write

B(f) = Σ_q G₁(q) G₂(q) f(q).

Take first an arbitrary bare vertex u. The ladder equation says that K(q) = u(q) + c, with the constant c = L B(K). Multiplying by G₁(q) G₂(q) and summing over q gives

B(K) = B(u) + c S.

Multiplying by L turns the left side into c, so that

c (1 − L S) = L B(u).

If L S ≠ 1, this fixes the constant:

K(q) = u(q) + L B(u) / (1 − L S).

Conversely, if K = u + c with this c, then L B(K) = L B(u) + c L S = c (1 − L S) + c L S = c, so K solves the ladder equation.

Now set u = v. Relabelling the sum by q → σ(q) changes nothing, while parity reverses the sign of each term:

B(v) = Σ_q G₁(σ(q)) G₂(σ(q)) v(σ(q)) = −B(v).

Hence B(v) = 0, the constant vanishes, and K = v.

For the conductivity, insert K = v + c without fixing c:

Σ_q G₁(q) G₂(q) v(q) K(q) = Σ_q G₁(q) G₂(q) v(q)² + c B(v).

The last term is zero for every c, so no condition on L is needed. At L S = 1 every function K = v + c is a solution, because L B(K) = L B(v) + c L S = c.

The smallest mesh with a current has two points, q and −q, with velocities w and −w and the same product a = G₁G₂ at both. Adding the two ladder equations gives K(q) + K(−q) = 2 L a (K(q) + K(−q)). If 2 L a ≠ 1, the sum is zero, K takes the values w and −w, and the conductivity is 2 a w². On a mesh with only the point q = 0, oddness forces v = 0 and the conductivity vanishes.

Two variations show what the assumptions contribute. Without parity, and with L S ≠ 1, the same substitution with u at both ends gives

Σ_q G₁(q) G₂(q) u(q) K(q) = B(u²) + L B(u)² / (1 − L S).

If instead the irreducible vertex depends on momentum as g v(q) v(p), let s = B(v²) be the bare conductivity and C = B(vK) the full one. The ladder equation becomes K(q) = v(q) + g v(q) C. Multiplying by G₁(q) G₂(q) v(q) and summing gives C = s + g C s, so for g s ≠ 1

C = s / (1 − g s).

Scattering that distinguishes the directions of q and p can thus change the conductivity even when all parities are intact.

## The Lean file

```lean
import Mathlib

open Finset

namespace VanishingVertexCorrections

noncomputable section

variable {k : Type*} [Fintype k]

/-- The sum over all k-points of a function `f` weighted with the pair of propagators
`G₁ G₂`. -/
def bubble (G₁ G₂ f : k → ℂ) : ℂ := ∑ q, G₁ q * G₂ q * f q

/-- The ladder equation for the dressed vertex `K`, with bare vertex `u` and a
k-independent irreducible vertex `L`. -/
def IsLadderVertex (G₁ G₂ : k → ℂ) (L : ℂ) (u K : k → ℂ) : Prop :=
  ∀ q, K q = u q + L * bubble G₁ G₂ K

/-- The conductivity bubble, without prefactors, with bare vertex `v` at one end and
dressed vertex `K` at the other. -/
def conductivity (G₁ G₂ v K : k → ℂ) : ℂ := bubble G₁ G₂ (fun q => v q * K q)

/-- Shifting a vertex by a constant `c` shifts its bubble by `c` times the sum of `G₁ G₂`. -/
theorem bubble_of_shift (G₁ G₂ u K : k → ℂ) (c : ℂ) (hK : ∀ q, K q = u q + c) :
    bubble G₁ G₂ K = bubble G₁ G₂ u + c * ∑ q, G₁ q * G₂ q := by
  simp only [bubble]
  rw [Finset.mul_sum, ← Finset.sum_add_distrib]
  refine Finset.sum_congr rfl fun q _ => ?_
  rw [hK q]
  ring

/-- Shifting the dressed vertex by a constant `c` shifts the conductivity by `c` times the
bubble of the bare vertex `v`. -/
theorem conductivity_of_shift (G₁ G₂ v u K : k → ℂ) (c : ℂ) (hK : ∀ q, K q = u q + c) :
    conductivity G₁ G₂ v K = conductivity G₁ G₂ v u + c * bubble G₁ G₂ v := by
  simp only [conductivity, bubble]
  rw [Finset.mul_sum, ← Finset.sum_add_distrib]
  refine Finset.sum_congr rfl fun q _ => ?_
  rw [hK q]
  ring

/-- For even propagators and an odd velocity the bubble of the velocity vanishes, because the
contributions of `q` and `σ q` cancel. -/
theorem bubble_velocity_eq_zero {σ : k → k} (hσ : Function.Involutive σ)
    {G₁ G₂ v : k → ℂ} (h₁ : ∀ q, G₁ (σ q) = G₁ q) (h₂ : ∀ q, G₂ (σ q) = G₂ q)
    (hv : ∀ q, v (σ q) = -v q) : bubble G₁ G₂ v = 0 := by
  -- relabel the sum by q → σ q
  have h : ∑ q, G₁ (σ q) * G₂ (σ q) * v (σ q) = ∑ q, G₁ q * G₂ q * v q :=
    Equiv.sum_comp (Function.Involutive.toPerm σ hσ) (fun q => G₁ q * G₂ q * v q)
  simp only [h₁, h₂, hv, mul_neg, Finset.sum_neg_distrib] at h
  unfold bubble
  linear_combination (-1 / 2 : ℂ) * h

/-- For any bare vertex `u`, if `L` times the sum of `G₁ G₂` differs from 1, the ladder
equation has exactly one solution, which is `u` plus an explicit constant. -/
theorem ladder_solution (G₁ G₂ u K : k → ℂ) (L : ℂ) (hL : L * ∑ q, G₁ q * G₂ q ≠ 1) :
    IsLadderVertex G₁ G₂ L u K ↔
      ∀ q, K q = u q + L * bubble G₁ G₂ u / (1 - L * ∑ p, G₁ p * G₂ p) := by
  have h' : 1 - L * ∑ p, G₁ p * G₂ p ≠ 0 := sub_ne_zero.mpr hL.symm
  constructor
  · intro hK q
    -- summing the ladder equation fixes the constant
    have hs := bubble_of_shift G₁ G₂ u K (L * bubble G₁ G₂ K) hK
    have hc : L * bubble G₁ G₂ K
        = L * bubble G₁ G₂ u / (1 - L * ∑ p, G₁ p * G₂ p) := by
      rw [eq_div_iff h']
      linear_combination L * hs
    rw [← hc]
    exact hK q
  · intro hK q
    have hs := bubble_of_shift G₁ G₂ u K _ hK
    have hc := div_mul_cancel₀ (L * bubble G₁ G₂ u) h'
    rw [hK q, hs]
    linear_combination hc

/-- Absence of vertex corrections: for even propagators, an odd velocity `v` and a
k-independent `L` with `L` times the sum of `G₁ G₂` different from 1, the ladder equation
has the unique solution `K = v`. -/
theorem ladder_velocity_iff {σ : k → k} (hσ : Function.Involutive σ)
    {G₁ G₂ v : k → ℂ} (h₁ : ∀ q, G₁ (σ q) = G₁ q) (h₂ : ∀ q, G₂ (σ q) = G₂ q)
    (hv : ∀ q, v (σ q) = -v q) {L : ℂ} (hL : L * ∑ q, G₁ q * G₂ q ≠ 1) (K : k → ℂ) :
    IsLadderVertex G₁ G₂ L v K ↔ K = v := by
  rw [ladder_solution G₁ G₂ v K L hL]
  simp only [bubble_velocity_eq_zero hσ h₁ h₂ hv, mul_zero, zero_div, add_zero]
  exact funext_iff.symm

/-- For even propagators and an odd velocity, every solution of the ladder equation gives
the bare-bubble conductivity, whatever the value of `L`. -/
theorem conductivity_eq_bare {σ : k → k} (hσ : Function.Involutive σ)
    {G₁ G₂ v : k → ℂ} (h₁ : ∀ q, G₁ (σ q) = G₁ q) (h₂ : ∀ q, G₂ (σ q) = G₂ q)
    (hv : ∀ q, v (σ q) = -v q) {L : ℂ} {K : k → ℂ} (hK : IsLadderVertex G₁ G₂ L v K) :
    conductivity G₁ G₂ v K = ∑ q, v q ^ 2 * G₁ q * G₂ q := by
  rw [conductivity_of_shift G₁ G₂ v v K (L * bubble G₁ G₂ K) hK,
    bubble_velocity_eq_zero hσ h₁ h₂ hv, mul_zero, add_zero]
  simp only [conductivity, bubble]
  refine Finset.sum_congr rfl fun q _ => ?_
  ring

/-- For even propagators and an odd velocity, if `L` times the sum of `G₁ G₂` equals 1, the
solutions of the ladder equation are exactly the velocity plus an arbitrary constant. -/
theorem ladder_resonant_iff {σ : k → k} (hσ : Function.Involutive σ)
    {G₁ G₂ v : k → ℂ} (h₁ : ∀ q, G₁ (σ q) = G₁ q) (h₂ : ∀ q, G₂ (σ q) = G₂ q)
    (hv : ∀ q, v (σ q) = -v q) {L : ℂ} (hL : L * ∑ q, G₁ q * G₂ q = 1) (K : k → ℂ) :
    IsLadderVertex G₁ G₂ L v K ↔ ∃ c : ℂ, ∀ q, K q = v q + c := by
  constructor
  · intro hK
    exact ⟨L * bubble G₁ G₂ K, hK⟩
  · rintro ⟨c, hc⟩ q
    rw [hc q, bubble_of_shift G₁ G₂ v K c hc, bubble_velocity_eq_zero hσ h₁ h₂ hv]
    linear_combination (-c) * hL

/-- Without any parity assumption, and with `L` times the sum of `G₁ G₂` different from 1,
the vertex correction to the response is proportional to the squared bubble of the bare
vertex `u`. -/
theorem response_without_parity (G₁ G₂ u K : k → ℂ) (L : ℂ)
    (hL : L * ∑ q, G₁ q * G₂ q ≠ 1) (hK : IsLadderVertex G₁ G₂ L u K) :
    conductivity G₁ G₂ u K = conductivity G₁ G₂ u u
      + L * bubble G₁ G₂ u ^ 2 / (1 - L * ∑ q, G₁ q * G₂ q) := by
  rw [conductivity_of_shift G₁ G₂ u u K _ ((ladder_solution G₁ G₂ u K L hL).mp hK)]
  ring

/-- For the k-dependent irreducible vertex `g v(q) v(p)`, with `g` times the bare conductivity `s`
different from 1, the ladder changes the conductivity to `s / (1 - g s)`. -/
theorem conductivity_separable_vertex (G₁ G₂ v K : k → ℂ) (g : ℂ)
    (hg : g * conductivity G₁ G₂ v v ≠ 1)
    (hK : ∀ q, K q = v q + ∑ p, g * v q * v p * (G₁ p * G₂ p * K p)) :
    conductivity G₁ G₂ v K
      = conductivity G₁ G₂ v v / (1 - g * conductivity G₁ G₂ v v) := by
  -- the separable vertex pulls the full conductivity out of the sum
  have hK' : ∀ q, K q = v q + g * v q * conductivity G₁ G₂ v K := by
    intro q
    refine (hK q).trans ?_
    simp only [conductivity, bubble]
    rw [Finset.mul_sum]
    congr 1
    refine Finset.sum_congr rfl fun p _ => ?_
    ring
  have key : ∀ c : ℂ, (∀ q, K q = v q + g * v q * c) →
      conductivity G₁ G₂ v K
        = conductivity G₁ G₂ v v + g * c * conductivity G₁ G₂ v v := by
    intro c hc
    simp only [conductivity, bubble]
    rw [Finset.mul_sum, ← Finset.sum_add_distrib]
    refine Finset.sum_congr rfl fun q _ => ?_
    rw [hc q]
    ring
  have hs := key _ hK'
  rw [eq_div_iff (sub_ne_zero.mpr hg.symm)]
  linear_combination hs

/-- Three k-points with the last two exchanged by inversion, `G₁ = (1, i, i)`, `G₂ = (1, -i, -i)`,
`v = (0, 1, -1)` and `L = 1` meet all the hypotheses of `ladder_velocity_iff`, and the bare
conductivity is 2. -/
theorem ladder_velocity_witness :
    let σ : Fin 3 → Fin 3 := ![0, 2, 1]
    let G₁ : Fin 3 → ℂ := ![1, Complex.I, Complex.I]
    let G₂ : Fin 3 → ℂ := ![1, -Complex.I, -Complex.I]
    let v : Fin 3 → ℂ := ![0, 1, -1]
    Function.Involutive σ ∧ (∀ q, G₁ (σ q) = G₁ q) ∧ (∀ q, G₂ (σ q) = G₂ q) ∧
      (∀ q, v (σ q) = -v q) ∧ (1 : ℂ) * ∑ q, G₁ q * G₂ q ≠ 1 ∧
      conductivity G₁ G₂ v v = 2 := by
  intro σ G₁ G₂ v
  refine ⟨?_, ?_, ?_, ?_, ?_, ?_⟩
  · intro q
    fin_cases q <;> rfl
  · intro q
    fin_cases q <;> rfl
  · intro q
    fin_cases q <;> rfl
  · intro q
    fin_cases q <;> simp [v, σ]
  · have e : ∑ q, G₁ q * G₂ q
        = 1 * 1 + Complex.I * (-Complex.I) + Complex.I * (-Complex.I) :=
      Fin.sum_univ_three (fun q => G₁ q * G₂ q)
    rw [e]
    norm_num
  · have e : conductivity G₁ G₂ v v
        = 1 * 1 * (0 * 0) + Complex.I * (-Complex.I) * (1 * 1)
          + Complex.I * (-Complex.I) * ((-1) * (-1)) :=
      Fin.sum_univ_three (fun q => G₁ q * G₂ q * (v q * v q))
    rw [e]
    norm_num

end

end VanishingVertexCorrections
```

```lean
#print axioms VanishingVertexCorrections.ladder_velocity_iff
-- 'VanishingVertexCorrections.ladder_velocity_iff' depends on axioms: [propext, Classical.choice, Quot.sound]
#print axioms VanishingVertexCorrections.conductivity_eq_bare
-- 'VanishingVertexCorrections.conductivity_eq_bare' depends on axioms: [propext, Classical.choice, Quot.sound]
#print axioms VanishingVertexCorrections.response_without_parity
-- 'VanishingVertexCorrections.response_without_parity' depends on axioms: [propext, Classical.choice, Quot.sound]
#print axioms VanishingVertexCorrections.conductivity_separable_vertex
-- 'VanishingVertexCorrections.conductivity_separable_vertex' depends on axioms: [propext, Classical.choice, Quot.sound]
```

## How the Lean objects correspond to the physics

In the file `k` is the type of all k-points, and single points are called `q` and `p`. The map `σ` is inversion, and `Function.Involutive σ` says that applying it twice returns every point. Points with σ(q) = q are allowed, and oddness makes the velocity zero there. The propagators, the velocity and the vertices are complex-valued functions on `k`. Nothing relates `G₁` to `G₂`, and neither has to come from a Hamiltonian.

Two names are used differently from common practice. `bubble` is the weighted sum B(f) with one function f, whereas the diagram usually called the bubble has a velocity at each end. `conductivity` is that diagram for one pair of propagators, without the charge, volume and energy integral of a Kubo formula. The usual factor 1/N for N mesh points is absorbed into `L`, so a code that averages over the mesh must use its vertex divided by N here.

`ladder_velocity_iff` is the main theorem. Its equivalence says that `v` solves the ladder equation and that nothing else does. `conductivity_eq_bare` takes any solution, with no restriction on `L`, and `ladder_resonant_iff` lists the solutions at L S = 1. `response_without_parity` and `conductivity_separable_vertex` are the two variations, each stated for a given solution K.

## From the shift lemmas to the main theorem

`bubble_of_shift` and `conductivity_of_shift` record what adding a constant to a vertex does to the two sums. Each combines the sums and then compares them term by term. A ladder solution can be passed to them directly, because `IsLadderVertex` unfolds to the statement that K is the bare vertex plus a constant.

`ladder_solution` treats the arbitrary bare vertex. In the forward direction, `linear_combination L * hs` is the step of multiplying the summed equation by L. In the reverse direction, `div_mul_cancel₀` supplies c (1 − L S) = L B(u), which completes the substitution.

`bubble_velocity_eq_zero` contains the symmetry argument. `Equiv.sum_comp` relabels the sum by σ, the parity hypotheses turn the result into −B(v) = B(v), and the final linear combination divides by two. `ladder_velocity_iff` then inserts B(v) = 0 into the closed solution. `conductivity_eq_bare` uses the shift lemma instead of the closed solution, and so never divides by 1 − L S.

For the separable vertex, `hK'` pulls the full conductivity out of the sum, and `key` produces the equation C = s + g C s.

`ladder_velocity_witness` gives a three-point mesh that meets all the hypotheses of the main theorem. There G₁G₂ = 1 at every point, L S = 3, and the bare conductivity is 2, so the result is not confined to cases without current. The numbers are chosen for easy arithmetic and do not describe an alloy: the imaginary part of 1/G₁ differs between the points, which a k-independent self-energy does not allow.

## Exact for the given sums, silent on where the vertex comes from

The theorems hold for every finite mesh with the stated symmetry, however coarse, and for any even complex propagators. The cancellation is therefore not a property of the continuum limit or of weak scattering.

They take the ladder equation and the constant L as given. The step left to physics is the identification of the disorder-averaged current response with this ladder. In a real alloy that is an approximation, and diagrams outside it, such as the maximally crossed ones behind weak localisation, can still change the conductivity. Short-range order and extended defects generally make the irreducible vertex depend on momentum, and then the premise of a single number L fails.

The propagators are numbers at each k-point. With several orbitals they become matrices, the velocity acquires interband elements, and a local vertex can produce a non-zero correction. A multi-orbital code therefore cannot cite this result for omitting the ladder.

The statements concern complex numbers, not floating-point ones. In a program B(v) is a small rounding remainder, and the dressed vertex inherits it multiplied by L / (1 − L S). Close to L S = 1 the computed K may therefore differ visibly from v by a constant. That constant enters the conductivity only after a further multiplication by B(v), which makes the conductivity the steadier of the two quantities to compare.
